# On a circle of $N$ equally spaced nodes, the trapezoid filter of a matrix $A$ is $(I-((A-c)/\rho)^N)^{-1}$ whenever that inverse exists

A FEAST-type eigensolver looks for the eigenvalues of a matrix $A$ inside a chosen window by filtering a block of trial vectors. For each vector $y$ it solves $N$ shifted linear systems $(z_j-A)x_j=y$, with the shifts $z_j$ on a contour around the window, and adds up the solutions with fixed weights. Here the contour is a circle and the shifts are equally spaced on it. The result below gives this weighted sum in closed form, and with it the factor by which each eigenvector is amplified or damped. In electronic structure, $A$ can be a finite Hamiltonian matrix in an orthonormal basis, and the factor then says how much of the states outside an energy window survives one filtering step.

The sum approximates the contour integral

$$\frac{1}{2\pi i}\oint (z-A)^{-1}\,dz .$$

With $z=c+\rho e^{i\theta}$ and $dz=i\rho e^{i\theta}d\theta$, the trapezoid rule in $\theta$ gives

$$F=\frac1N\sum_{j=0}^{N-1}\rho w_j\,(z_j-A)^{-1},\qquad z_j=c+\rho w_j,\qquad w_j=e^{2\pi i j/N}.$$

Here $c$ is the centre of the circle. The letter $\rho$ is not a density matrix: it is a complex number whose modulus is the radius and whose phase is the starting angle. Put $B=(A-c)/\rho$. If $\rho\neq0$ and $I-B^N$ is invertible, then every $z_j-A$ is invertible and $F=(I-B^N)^{-1}$.

The theorems concern the filter alone, with trapezoid nodes on a circle; the subspace iteration built around it and other quadratures are separate matters. The inverses here are exact, whereas a program may solve each system only to a tolerance.

## Equally spaced nodes, at least one of them

Physically, $N$ is the number of linear systems solved per trial vector. The Lean definitions follow the formulas above. A `Matrix n n ℂ` is a complex square matrix whose rows and columns are labelled by a finite set `n` of basis states; it need not be Hermitian or diagonalisable. The index `j` in `Finset.range N` runs from $0$ to $N-1$, `unityRoot N j` is $w_j$, `node c ρ N j` is $z_j$, `rescaled c ρ A` is $B$ and `trapezoidFilter c ρ N A` is $F$. The integral itself has no Lean definition; the finite sum is the object studied.

```lean
import Mathlib

open scoped Matrix

namespace ContourFilter

noncomputable section

variable {n : Type*} [Fintype n] [DecidableEq n]

/-- The `j`-th of the `N`-th roots of unity, `exp (2πi/N) ^ j`, for `N ≥ 1`. -/
def unityRoot (N j : ℕ) : ℂ := Complex.exp (2 * Real.pi * Complex.I / N) ^ j

/-- The `j`-th trapezoid node on the circle with centre `c`, for `N ≥ 1`; the complex number `ρ`
carries the radius and the starting angle. -/
def node (c ρ : ℂ) (N j : ℕ) : ℂ := c + ρ * unityRoot N j

/-- The matrix `(A - c) / ρ`, for `ρ ≠ 0`. The corresponding map of numbers, `z ↦ (z - c) / ρ`,
takes the circle to the unit circle. -/
def rescaled (c ρ : ℂ) (A : Matrix n n ℂ) : Matrix n n ℂ := ρ⁻¹ • (A - c • 1)

/-- The `N`-point trapezoid rule for the contour integral of the resolvent, divided by `2πi`,
for `N ≥ 1` and nodes that are not eigenvalues of `A`. -/
def trapezoidFilter (c ρ : ℂ) (N : ℕ) (A : Matrix n n ℂ) : Matrix n n ℂ :=
  (N : ℂ)⁻¹ • ∑ j ∈ Finset.range N,
    (ρ * unityRoot N j) • (node c ρ N j • (1 : Matrix n n ℂ) - A)⁻¹
```

The equal spacing enters the derivation through two facts. First, $w_j^N=1$. Second, for $0\le k<N$,

$$\sum_{j=0}^{N-1}w_j^{-k}=\begin{cases}N,&k=0,\\0,&0<k<N.\end{cases}$$

For $k=0$ every term is $1$. For $0<k<N$ set $q=e^{-2\pi i k/N}$, so that the sum is $\sum_j q^j$. Then $(1-q)\sum_j q^j=1-q^N=0$, and $q\neq1$ because $N$ does not divide $k$, so the sum vanishes.

```lean
/-- The `N`-th power of each root of unity is one. -/
theorem unityRoot_pow (N j : ℕ) : unityRoot N j ^ N = 1 := by
  rcases eq_or_ne N 0 with rfl | hN
  · exact pow_zero _
  · unfold unityRoot
    rw [← pow_mul, mul_comm j N, pow_mul, (Complex.isPrimitiveRoot_exp N hN).pow_eq_one, one_pow]

/-- Discrete orthogonality: for `k < N` the inverse `k`-th powers of the `N`-th roots of unity
sum to `N` if `k = 0` and to zero otherwise. -/
theorem sum_unityRoot {N k : ℕ} (hk : k < N) :
    ∑ j ∈ Finset.range N, (unityRoot N j)⁻¹ ^ k = if k = 0 then (N : ℂ) else 0 := by
  split_ifs with h0
  · simp [h0]
  · have hp := Complex.isPrimitiveRoot_exp N (by omega)
    unfold unityRoot
    set ζ := Complex.exp (2 * Real.pi * Complex.I / N)
    have hne : 1 - (ζ⁻¹) ^ k ≠ 0 := by
      intro h
      have h1 : ζ ^ k = 1 := by
        rw [inv_pow] at h
        exact inv_eq_one.1 (sub_eq_zero.1 h).symm
      have := Nat.le_of_dvd (by omega) (hp.dvd_of_pow_eq_one k h1)
      omega
    have hg := mul_neg_geom_sum ((ζ⁻¹) ^ k) N
    have h1 : ((ζ⁻¹) ^ k) ^ N = 1 := by
      rw [← pow_mul, mul_comm, pow_mul, inv_pow, hp.pow_eq_one, inv_one, one_pow]
    rw [h1, sub_self] at hg
    rw [← (mul_eq_zero.1 hg).resolve_left hne]
    refine Finset.sum_congr rfl fun j _ => ?_
    rw [← inv_pow, ← pow_mul, ← pow_mul, mul_comm]
```

In `sum_unityRoot`, `hne` is the statement $q\ne1$, obtained from the divisibility argument, and `mul_neg_geom_sum` is the geometric-series identity. The bound `k < N` is sharp: at $k=N\geq1$ every term is again $1$ and the sum is $N$.

The main theorems do not list $N\ge1$ as a hypothesis. For $N=0$ the matrix $I-B^0$ is zero, so the invertibility assumption already excludes this case for any matrix with at least one row.

## A circle of nonzero radius

The condition $\rho\neq0$ says that the contour encloses a region. The derivation uses it to measure energies from the centre in units of $\rho$. Since $A=c+\rho B$,

$$z_j-A=c+\rho w_j-c-\rho B=\rho\,(w_j-B).$$

```lean
omit [Fintype n] in
/-- For `ρ ≠ 0`, shifting `A` by a node is `ρ` times shifting the rescaled matrix by a root of
unity. -/
theorem shift_eq {c ρ : ℂ} (hρ : ρ ≠ 0) (N j : ℕ) (A : Matrix n n ℂ) :
    node c ρ N j • (1 : Matrix n n ℂ) - A = ρ • (unityRoot N j • 1 - rescaled c ρ A) := by
  unfold node rescaled
  rw [smul_sub, smul_smul, smul_smul, mul_inv_cancel₀ hρ, one_smul]
  module
```

The proof of `shift_eq` uses `hρ` once, to cancel $\rho\rho^{-1}$; the tactic `module` then collects the remaining terms. With $\rho=0$ all nodes fall on $c$, every weight is zero, and there is no rescaled matrix to speak of.

## No eigenvalue sitting on a node

The hypothesis `IsUnit (1 - rescaled c ρ A ^ N)` says that $I-B^N$ is invertible. In terms of the spectrum, no eigenvalue $\mu$ of $A$ satisfies $((\mu-c)/\rho)^N=1$; for $N\ge1$ this means that no eigenvalue coincides with a node. For a Hermitian matrix the eigenvalues are real, so the condition can fail only at nodes on the real axis.

The derivation uses the hypothesis to invert the shifted matrices. By the finite geometric series and $w_j^N=1$,

$$(w_j-B)\sum_{k=0}^{N-1}w_j^{-k}B^k=w_j\,(I-w_j^{-N}B^N)=w_j\,(I-B^N).$$

Multiplying from the right by $(I-B^N)^{-1}$ and dividing by $w_j$ exhibits a right inverse of $w_j-B$, which for a square matrix is the inverse. With $z_j-A=\rho(w_j-B)$ this becomes

$$\rho w_j(z_j-A)^{-1}=w_j(w_j-B)^{-1}=\Big(\sum_{k=0}^{N-1}w_j^{-k}B^k\Big)(I-B^N)^{-1}.$$

```lean
/-- Let `ρ ≠ 0` and `B = (A - c) / ρ`. If `1 - B ^ N` is invertible, so is every node shift, and the
weighted resolvent at node `j` is the sum of `(w⁻¹ B) ^ k` over `k < N`, with `w = unityRoot N j`,
times `(1 - B ^ N)⁻¹`. -/
theorem node_resolvent {c ρ : ℂ} (hρ : ρ ≠ 0) {N : ℕ} {A : Matrix n n ℂ}
    (h : IsUnit (1 - rescaled c ρ A ^ N)) (j : ℕ) :
    IsUnit (node c ρ N j • (1 : Matrix n n ℂ) - A) ∧
    (ρ * unityRoot N j) • (node c ρ N j • (1 : Matrix n n ℂ) - A)⁻¹ =
      (∑ k ∈ Finset.range N, ((unityRoot N j)⁻¹ • rescaled c ρ A) ^ k) *
        (1 - rescaled c ρ A ^ N)⁻¹ := by
  have hG := Matrix.mul_nonsing_inv _ ((Matrix.isUnit_iff_isUnit_det _).1 h)
  have hw : unityRoot N j ≠ 0 := pow_ne_zero _ (Complex.exp_ne_zero _)
  have hwN := unityRoot_pow N j
  have hz := shift_eq (c := c) hρ N j A
  set w := unityRoot N j
  set B := rescaled c ρ A
  -- the geometric series inverts `w - B` up to the factor `1 - B ^ N`
  have hgeo : (w • 1 - B) * ∑ k ∈ Finset.range N, (w⁻¹ • B) ^ k = w • (1 - B ^ N) := by
    have e : w • 1 - B = w • (1 - w⁻¹ • B) := by
      rw [smul_sub, smul_smul, mul_inv_cancel₀ hw, one_smul]
    rw [e, smul_mul_assoc, mul_neg_geom_sum, smul_pow, inv_pow, hwN, inv_one, one_smul]
  have hs : (ρ * w)⁻¹ * ρ * w = 1 := by field_simp
  have hinv : (node c ρ N j • (1 : Matrix n n ℂ) - A) *
      ((ρ * w)⁻¹ • ((∑ k ∈ Finset.range N, (w⁻¹ • B) ^ k) * (1 - B ^ N)⁻¹)) = 1 := by
    rw [hz, mul_smul_comm, smul_mul_assoc, ← mul_assoc, hgeo, smul_mul_assoc, hG,
      smul_smul, smul_smul, hs, one_smul]
  refine ⟨⟨⟨_, _, hinv, mul_eq_one_comm.1 hinv⟩, rfl⟩, ?_⟩
  rw [Matrix.inv_eq_right_inv hinv, smul_smul, mul_inv_cancel₀ (mul_ne_zero hρ hw), one_smul]
```

In `node_resolvent`, `hgeo` is the geometric-series identity, `hG` is where the invertibility of $I-B^N$ enters, and `hinv` is the right inverse. The lemma `mul_eq_one_comm` makes it two-sided, which gives the invertibility of the shift, and `Matrix.inv_eq_right_inv` identifies it with the matrix inverse, which gives the formula for the weighted resolvent.

Averaging over the nodes and exchanging the two sums gives

$$F=\frac1N\sum_{k=0}^{N-1}\Big(\sum_{j=0}^{N-1}w_j^{-k}\Big)B^k\,(I-B^N)^{-1}=(I-B^N)^{-1},$$

since only $k=0$ survives and contributes $N\cdot I$.

```lean
/-- Let `ρ ≠ 0` and let `1 - ((A - c) / ρ) ^ N` be invertible. Then every node shift of `A` is
invertible, and the trapezoid filter is the inverse of `1 - ((A - c) / ρ) ^ N`. -/
theorem trapezoidFilter_eq {c ρ : ℂ} (hρ : ρ ≠ 0) {N : ℕ} {A : Matrix n n ℂ}
    (h : IsUnit (1 - rescaled c ρ A ^ N)) :
    (∀ j < N, IsUnit (node c ρ N j • (1 : Matrix n n ℂ) - A)) ∧
      trapezoidFilter c ρ N A = (1 - rescaled c ρ A ^ N)⁻¹ := by
  refine ⟨fun j _ => (node_resolvent hρ h j).1, ?_⟩
  rcases eq_or_ne N 0 with rfl | hN
  · simp [trapezoidFilter]
  -- orthogonality leaves only the zeroth power
  have hs : ∑ j ∈ Finset.range N, ∑ k ∈ Finset.range N,
      ((unityRoot N j)⁻¹ • rescaled c ρ A) ^ k = (N : ℂ) • (1 : Matrix n n ℂ) := by
    rw [Finset.sum_comm]
    simp_rw [smul_pow, ← Finset.sum_smul]
    rw [Finset.sum_eq_single_of_mem 0 (Finset.mem_range.2 (Nat.pos_of_ne_zero hN))
      (fun k hk h0 => by rw [sum_unityRoot (Finset.mem_range.1 hk), if_neg h0, zero_smul]),
      sum_unityRoot (Nat.pos_of_ne_zero hN), if_pos rfl, pow_zero]
  unfold trapezoidFilter
  rw [Finset.sum_congr rfl (fun j _ => (node_resolvent hρ h j).2), ← Finset.sum_mul, hs,
    smul_mul_assoc, one_mul, smul_smul, inv_mul_cancel₀ (Nat.cast_ne_zero.2 hN), one_smul]
```

The theorem `trapezoidFilter_eq` states both conclusions: all shifted systems are solvable, and the filter is the stated inverse. Its inner step `hs` is the double sum, with `Finset.sum_comm` exchanging the order and `sum_unityRoot` removing every power but the zeroth.

Setting $c=0$ and $\rho=1$ makes $B=A$ and gives the identity on the unit circle, $\frac1N\sum_j w_j(w_j-A)^{-1}=(I-A^N)^{-1}$.

```lean
/-- Unit circle: if `1 - A ^ N` is invertible, then every `w_j - A` is invertible and the average
of `w_j (w_j - A)⁻¹` over the `N`-th roots of unity is `(1 - A ^ N)⁻¹`. -/
theorem unit_circle_filter {N : ℕ} {A : Matrix n n ℂ} (h : IsUnit (1 - A ^ N)) :
    (∀ j < N, IsUnit (unityRoot N j • (1 : Matrix n n ℂ) - A)) ∧
    (N : ℂ)⁻¹ • ∑ j ∈ Finset.range N,
      unityRoot N j • (unityRoot N j • (1 : Matrix n n ℂ) - A)⁻¹ = (1 - A ^ N)⁻¹ := by
  have hs : rescaled 0 1 A = A := by simp [rescaled]
  have h1 : IsUnit (1 - rescaled 0 1 A ^ N) := by rwa [hs]
  have h2 := trapezoidFilter_eq one_ne_zero h1
  rw [hs] at h2
  simp only [trapezoidFilter, node, zero_add, one_mul] at h2
  exact h2
```

Without the hypothesis, for $N\ge1$, some node is an eigenvalue and the linear system at that node has no unique solution. This converse follows from factoring $I-B^N$ into the commuting factors $w_j-B$, up to sign, and is an argument in prose, not a Lean theorem.

## A vector with a definite eigenvalue

The last hypothesis, `A *ᵥ v = μ • v`, says that $v$ is a state of definite energy $\mu$ when $A$ is a Hamiltonian. The vector needs no normalisation, and the theorem also admits $v=0$.

Put $x=(\mu-c)/\rho$. Then $Bv=xv$, by induction $B^kv=x^kv$, and so $(I-B^N)v=(1-x^N)v$. Applying $F=(I-B^N)^{-1}$ to both sides gives $v=(1-x^N)Fv$. If $v\neq0$, the factor $1-x^N$ cannot be zero, and

$$Fv=\frac{1}{1-\left(\dfrac{\mu-c}{\rho}\right)^{N}}\,v .$$

If $v=0$, both sides are zero.

```lean
/-- Let `ρ ≠ 0` and let `1 - ((A - c) / ρ) ^ N` be invertible. If `A v = μ v`, the filter
multiplies `v` by `1 / (1 - ((μ - c) / ρ) ^ N)`. -/
theorem trapezoidFilter_mulVec {c ρ μ : ℂ} (hρ : ρ ≠ 0) {N : ℕ} {A : Matrix n n ℂ}
    (h : IsUnit (1 - rescaled c ρ A ^ N)) {v : n → ℂ} (hv : A *ᵥ v = μ • v) :
    trapezoidFilter c ρ N A *ᵥ v = (1 - ((μ - c) / ρ) ^ N)⁻¹ • v := by
  have hB : rescaled c ρ A *ᵥ v = ((μ - c) / ρ) • v := by
    unfold rescaled
    rw [Matrix.smul_mulVec, Matrix.sub_mulVec, Matrix.smul_mulVec, Matrix.one_mulVec, hv,
      ← sub_smul, smul_smul, div_eq_inv_mul]
  have hpow : ∀ k : ℕ, rescaled c ρ A ^ k *ᵥ v = ((μ - c) / ρ) ^ k • v := by
    intro k
    induction k with
    | zero => simp
    | succ k ih =>
      rw [pow_succ, ← Matrix.mulVec_mulVec, hB, Matrix.mulVec_smul, ih, smul_smul, pow_succ,
        mul_comm]
  -- apply the inverse to `(1 - B ^ N) v`, a multiple of `v`
  have hG : (1 - rescaled c ρ A ^ N)⁻¹ *ᵥ ((1 - rescaled c ρ A ^ N) *ᵥ v) = v := by
    rw [Matrix.mulVec_mulVec, Matrix.nonsing_inv_mul _ ((Matrix.isUnit_iff_isUnit_det _).1 h),
      Matrix.one_mulVec]
  have hM : (1 - rescaled c ρ A ^ N) *ᵥ v = (1 - ((μ - c) / ρ) ^ N) • v := by
    rw [Matrix.sub_mulVec, Matrix.one_mulVec, hpow, sub_smul, one_smul]
  rw [hM, Matrix.mulVec_smul, ← (trapezoidFilter_eq hρ h).2] at hG
  rcases eq_or_ne (1 - ((μ - c) / ρ) ^ N) 0 with ht | ht
  · rw [ht, zero_smul] at hG
    rw [← hG]
    simp
  · calc trapezoidFilter c ρ N A *ᵥ v
        = (1 - ((μ - c) / ρ) ^ N)⁻¹ •
            ((1 - ((μ - c) / ρ) ^ N) • (trapezoidFilter c ρ N A *ᵥ v)) := by
          rw [smul_smul, inv_mul_cancel₀ ht, one_smul]
      _ = _ := by rw [hG]

end

end ContourFilter
```

In `trapezoidFilter_mulVec`, `hB`, `hpow` and `hM` are the three eigenvalue relations in this order, and `hG` becomes $v=(1-x^N)Fv$ once `trapezoidFilter_eq` has been inserted. The final case distinction is made on $1-x^N$: if it is zero then $v$ is zero, and otherwise one divides.

Without the eigenvector hypothesis there is in general no single factor. A sum of two eigenvectors with different factors has each part scaled by its own, which changes the direction of the vector; this is how the filter separates states.

The theorem holds at each fixed $N$. For a diagonalisable $A$ with no eigenvalue on the circle, letting $N$ grow in the scalar factor shows why the filter approximates a spectral projector: the factor tends to $1$ for $|\mu-c|<|\rho|$ and to $0$ for $|\mu-c|>|\rho|$.

```lean
#print axioms ContourFilter.trapezoidFilter_eq
#print axioms ContourFilter.unit_circle_filter
#print axioms ContourFilter.trapezoidFilter_mulVec
```

```
'ContourFilter.trapezoidFilter_eq' depends on axioms: [propext, Classical.choice, Quot.sound]
'ContourFilter.unit_circle_filter' depends on axioms: [propext, Classical.choice, Quot.sound]
'ContourFilter.trapezoidFilter_mulVec' depends on axioms: [propext, Classical.choice, Quot.sound]
```
